# A Jucys–Murphy projector for one particle added to a symmetrised set

Suppose $n-1$ spins of one half are coupled to their maximum total spin, so that their state is symmetric under all exchanges among them. One more spin is added. The total spin is then $n/2$, with a fully symmetric state, or, for $n\ge 2$, $n/2-1$. How can the second part be extracted using permutations alone?

Let $a$ be the added particle among $n$, and let $H$ be the group of permutations fixing $a$. In the rational group algebra, put

$$Q=\frac1{|H|}\sum_{h\in H}h,\qquad P=\frac1{n!}\sum_{\sigma}\sigma,\qquad X=\sum_{i\neq a}(i\,a),\qquad E=\frac1n\,Q(n-1-X).$$

The claim is that $Q(X-n+1)(X+1)=0$, $E^2=E$ and $EP=PE=0$, with $E\neq0$ when $n\ge2$. On the spin functions above, $E$ selects total spin $n/2-1$. Only a symmetric set of $n-1$ particles is treated; for other symmetries of that set, $X$ can have other eigenvalues.

## From cosets to the quadratic relation

In a product, the right factor acts first. Given $\sigma$, let $i=\sigma^{-1}(a)$ and $h=\sigma\,(i\,a)$, where $(a\,a)$ means the identity. Then $h(a)=\sigma(i)=a$, so $\sigma=h\,(i\,a)$ with $h\in H$, and this decomposition is unique. Hence $n!=n|H|$ and

$$nP=\frac1{|H|}\sum_{h\in H}h\sum_i(i\,a)=Q(1+X).$$

It follows that $nE=nQ-Q(1+X)=n(Q-P)$, that is, $E=Q-P$.

Multiplication by a permutation only reorders the sum in $P$, so $P$ absorbs every permutation; likewise $Q$ absorbs those in $H$. Averaging gives $Q^2=Q$, $P^2=P$ and $QP=PQ=P$, so

$$E^2=Q-P-P+P=E,\qquad EP=P-P=0,\qquad PE=P-P=0.$$

Since $1+X$ is a sum of $n$ permutations, $P(1+X)=nP$. Therefore $E(X+1)=nP-nP=0$, and $Q(X-n+1)=-nE$ gives the quadratic relation.

Finally, let $n\ge2$ and $b\ne a$. If $E=0$, then $Q=P$, so $(a\,b)Q=Q$. Apply both sides to the function $\delta_a$ that is 1 at $a$ and 0 elsewhere. As $Q\delta_a=\delta_a$, this gives $\delta_b=\delta_a$, a contradiction.

## Three particles

For $n=3$ and $a=3$, $Q=\tfrac12(1+(1\,2))$ and $X=(1\,3)+(2\,3)$. Write functions of the label as triples. From $\delta_3=(0,0,1)$ we get $X\delta_3=(1,1,0)$, so

$$E\delta_3=\tfrac13Q(-1,-1,2)=\left(-\tfrac13,-\tfrac13,\tfrac23\right).$$

The entries sum to zero, so $P$ annihilates the result. Applying $X$ gives $\left(\tfrac13,\tfrac13,-\tfrac23\right)$: the eigenvalue is $-1$.

## The operators in Lean

The particles are the elements of an arbitrary finite type `α`, and $n$ is `Fintype.card α`. No ordering is needed: any `a` can serve as the added particle.

```lean
import Mathlib

open Equiv

namespace JucysMurphyProjector

noncomputable section
```

`Alg α` is the group algebra, and `op` embeds permutations in it, preserving products.

```lean
/-- The rational group algebra of the permutations of a finite set of particles. -/
abbrev Alg (α : Type*) := MonoidAlgebra ℚ (Perm α)

/-- A permutation regarded as an element of the group algebra. -/
abbrev op {α : Type*} : Perm α →* Alg α := MonoidAlgebra.of ℚ (Perm α)
```

The next definitions are $H$, $X$, $Q$, $P$ and $E$, in that order.

```lean
variable {α : Type*} [Fintype α] [DecidableEq α]

/-- The permutations that leave particle `a` in place. -/
def fixing (a : α) : Finset (Perm α) := Finset.univ.filter (fun σ => σ a = a)

/-- The Jucys-Murphy element of particle `a`: the sum of its exchanges with all others. -/
def jucysMurphy (a : α) : Alg α := ∑ i ∈ Finset.univ.erase a, op (swap i a)

/-- The symmetriser `Q` of all particles except `a`: the average of the permutations fixing `a`. -/
def partialSym (a : α) : Alg α := ((fixing a).card : ℚ)⁻¹ • ∑ σ ∈ fixing a, op σ

/-- The full symmetriser `P`: the average of all permutations. -/
def fullSym (α : Type*) [Fintype α] [DecidableEq α] : Alg α :=
  (Fintype.card (Perm α) : ℚ)⁻¹ • ∑ σ : Perm α, op σ

/-- The element `E = Q (n - 1 - X) / n`, with `n` the number of particles. -/
def mixedProj (a : α) : Alg α :=
  (Fintype.card α : ℚ)⁻¹ •
    (partialSym a * (((Fintype.card α : ℚ) - 1) • (1 : Alg α) - jucysMurphy a))
```

## Summing over cosets

The proof turns on the following change of summation variables. `Finset.sum_fiberwise` groups permutations by $i=\sigma^{-1}(a)$. `Finset.sum_bij'` then matches each group with $H$: it asks for a map, its inverse, and proofs that they land in the right sets, undo each other and preserve the summand. Both maps are right multiplication by $(i\,a)$, which is its own inverse.

```lean
/-- A sum over all permutations can be taken over products of a permutation fixing `a`
and an exchange of `a` with some particle `i` (the identity when `i = a`). -/
theorem sum_perm_cosets {M : Type*} [AddCommMonoid M] (a : α) (f : Perm α → M) :
    ∑ σ, f σ = ∑ i, ∑ h ∈ fixing a, f (h * swap i a) := by
  -- sort the permutations by the particle that is sent to `a`
  rw [← Finset.sum_fiberwise Finset.univ (fun σ : Perm α => σ.symm a) f]
  refine Finset.sum_congr rfl fun i _ => ?_
  refine Finset.sum_bij' (fun σ _ => σ * swap i a) (fun h _ => h * swap i a) ?_ ?_ ?_ ?_ ?_
  · intro σ hσ
    have h1 : σ.symm a = i := (Finset.mem_filter.mp hσ).2
    have h2 : σ i = a := by rw [← h1]; exact σ.apply_symm_apply a
    simp [fixing, Perm.mul_apply, h2]
  · intro h hh
    have h1 : h a = a := by simpa [fixing] using hh
    refine Finset.mem_filter.mpr ⟨Finset.mem_univ _, ?_⟩
    refine (Equiv.symm_apply_eq _).mpr ?_
    simp [Perm.mul_apply, h1]
  · intro σ _
    simp [mul_assoc]
  · intro σ _
    simp [mul_assoc]
  · intro σ _
    simp [mul_assoc]
```

The values of `f` may lie in any commutative additive monoid `M`. Taking `op` for `f` yields the factorisation of the full sum; taking the constant 1 yields $n!=n|H|$. Both uses occur in `card_smul_fullSym`.

```lean
/-- Adding the identity to the Jucys-Murphy element gives the sum of `(i a)` over all `i`,
where `(a a)` is the identity. -/
theorem one_add_jucysMurphy (a : α) : 1 + jucysMurphy a = ∑ i, op (swap i a) := by
  have h1 : op (swap a a) = (1 : Alg α) := by
    rw [show swap a a = (1 : Perm α) from Equiv.swap_self a]
    exact map_one _
  rw [← Finset.add_sum_erase Finset.univ (fun i => op (swap i a)) (Finset.mem_univ a)]
  change 1 + jucysMurphy a = op (swap a a) + jucysMurphy a
  rw [h1]

/-- Symmetrising one more particle: `n P = Q (1 + X)`. -/
theorem card_smul_fullSym (a : α) :
    (Fintype.card α : ℚ) • fullSym α = partialSym a * (1 + jucysMurphy a) := by
  have : Nonempty α := ⟨a⟩
  have hn : (Fintype.card α : ℚ) ≠ 0 := Nat.cast_ne_zero.mpr Fintype.card_ne_zero
  have hs : ∑ σ : Perm α, op σ = (∑ σ ∈ fixing a, op σ) * (1 + jucysMurphy a) := by
    rw [one_add_jucysMurphy, Finset.sum_mul_sum, sum_perm_cosets a, Finset.sum_comm]
    simp only [map_mul]
  -- the same decomposition counts the permutations
  have hc : (Fintype.card (Perm α) : ℚ) = Fintype.card α * (fixing a).card := by
    simpa using sum_perm_cosets a (fun _ => (1 : ℚ))
  rw [fullSym, partialSym, hs, hc, smul_smul, smul_mul_assoc, mul_inv,
    mul_inv_cancel_left₀ hn]
```

## Absorption and the difference of symmetrisers

Reindexing by left or right multiplication proves absorption for $P$. The second lemma passes from invariance under each element of $H$ to invariance under $Q$, and the third applies it to $Q$ itself.

```lean
/-- The full symmetriser absorbs every permutation, from the left and from the right. -/
theorem fullSym_absorb (τ : Perm α) :
    op τ * fullSym α = fullSym α ∧ fullSym α * op τ = fullSym α := by
  constructor
  · rw [fullSym, mul_smul_comm, Finset.mul_sum]
    congr 1
    exact Fintype.sum_equiv (Equiv.mulLeft τ) _ _ fun σ => (map_mul op τ σ).symm
  · rw [fullSym, smul_mul_assoc, Finset.sum_mul]
    congr 1
    exact Fintype.sum_equiv (Equiv.mulRight τ) _ _ fun σ => (map_mul op σ τ).symm

/-- If an element is unchanged by all permutations fixing `a`, acting from one side,
then it is unchanged by `Q` acting from that side. -/
theorem partialSym_absorb (a : α) (Y : Alg α) :
    ((∀ h ∈ fixing a, op h * Y = Y) → partialSym a * Y = Y) ∧
    ((∀ h ∈ fixing a, Y * op h = Y) → Y * partialSym a = Y) := by
  have hk : ((fixing a).card : ℚ) ≠ 0 :=
    Nat.cast_ne_zero.mpr (Finset.card_ne_zero_of_mem (a := 1) (by simp [fixing]))
  constructor
  · intro h
    rw [partialSym, smul_mul_assoc, Finset.sum_mul, Finset.sum_congr rfl h, Finset.sum_const,
      ← Nat.cast_smul_eq_nsmul ℚ, smul_smul, inv_mul_cancel₀ hk, one_smul]
  · intro h
    rw [partialSym, mul_smul_comm, Finset.mul_sum, Finset.sum_congr rfl h, Finset.sum_const,
      ← Nat.cast_smul_eq_nsmul ℚ, smul_smul, inv_mul_cancel₀ hk, one_smul]

/-- The symmetriser of all particles except `a` is idempotent. -/
theorem partialSym_idem (a : α) : partialSym a * partialSym a = partialSym a := by
  refine (partialSym_absorb a _).1 fun τ hτ => ?_
  have h1 : τ a = a := by simpa [fixing] using hτ
  rw [partialSym, mul_smul_comm, Finset.mul_sum]
  congr 1
  -- left multiplication by `τ` permutes the group fixing `a`
  refine Finset.sum_equiv (Equiv.mulLeft τ) (fun σ => ?_) fun σ _ => (map_mul op τ σ).symm
  have h2 : τ (σ a) = a ↔ σ a = a :=
    ⟨fun h => τ.injective (h.trans h1.symm), fun h => by rw [h, h1]⟩
  simp only [fixing, Finset.mem_filter, Finset.mem_univ, true_and, Equiv.coe_mulLeft,
    Perm.mul_apply]
  exact h2.symm
```

Now $E=Q-P$ follows from the coset identity, with `module` collecting the scalar multiples, and $E(X+1)=0$ follows from $P(1+X)=nP$.

```lean
/-- The element `E` is the difference `Q - P` of the partial and the full symmetriser. -/
theorem mixedProj_eq_sub (a : α) : mixedProj a = partialSym a - fullSym α := by
  have : Nonempty α := ⟨a⟩
  have hn : (Fintype.card α : ℚ) ≠ 0 := Nat.cast_ne_zero.mpr Fintype.card_ne_zero
  have e : partialSym a * (((Fintype.card α : ℚ) - 1) • (1 : Alg α) - jucysMurphy a)
      = (Fintype.card α : ℚ) • (partialSym a - fullSym α) := by
    rw [smul_sub, card_smul_fullSym a]
    simp only [mul_sub, mul_add, mul_smul_comm, mul_one]
    module
  rw [mixedProj, e, smul_smul, inv_mul_cancel₀ hn, one_smul]

/-- Multiplying `E` from the right by `X + 1` gives zero. -/
theorem mixedProj_mul_jucysMurphy_add_one (a : α) :
    mixedProj a * (jucysMurphy a + 1) = 0 := by
  have hP : fullSym α * (1 + jucysMurphy a) = (Fintype.card α : ℚ) • fullSym α := by
    rw [one_add_jucysMurphy, Finset.mul_sum,
      Finset.sum_congr rfl (fun i _ => (fullSym_absorb (swap i a)).2),
      Finset.sum_const, Finset.card_univ, ← Nat.cast_smul_eq_nsmul ℚ]
  rw [add_comm, mixedProj_eq_sub, sub_mul, hP, ← card_smul_fullSym, sub_self]
```

## The projector and its non-vanishing

The main theorem states the quadratic relation, idempotence and the two orthogonality relations. It has no hypothesis on size beyond the existence of `a`; for $n=1$, $X=0$ and $E=0$. The proof expands $Q-P$ as above.

```lean
/-- For `n` particles, `Q (X - (n - 1)) (X + 1) = 0`, and `E = Q (n - 1 - X) / n` is an
idempotent orthogonal to the full symmetriser on both sides. -/
theorem jucysMurphy_projector (a : α) :
    partialSym a * (jucysMurphy a - ((Fintype.card α : ℚ) - 1) • (1 : Alg α))
        * (jucysMurphy a + 1) = 0 ∧
    mixedProj a * mixedProj a = mixedProj a ∧
    mixedProj a * fullSym α = 0 ∧ fullSym α * mixedProj a = 0 := by
  have : Nonempty α := ⟨a⟩
  have hn : (Fintype.card α : ℚ) ≠ 0 := Nat.cast_ne_zero.mpr Fintype.card_ne_zero
  have hQP := (partialSym_absorb a (fullSym α)).1 fun h _ => (fullSym_absorb h).1
  have hPQ := (partialSym_absorb a (fullSym α)).2 fun h _ => (fullSym_absorb h).2
  -- `P` is idempotent because it is an average of permutations, each of which it absorbs
  have hPP : fullSym α * fullSym α = fullSym α := by
    have hc : (Fintype.card (Perm α) : ℚ) ≠ 0 := Nat.cast_ne_zero.mpr Fintype.card_ne_zero
    conv_lhs => rw [fullSym.eq_1 α, smul_mul_assoc, Finset.sum_mul, ← fullSym.eq_1 α]
    rw [Finset.sum_congr rfl (fun σ _ => (fullSym_absorb σ).1), Finset.sum_const,
      Finset.card_univ, ← Nat.cast_smul_eq_nsmul ℚ, smul_smul, inv_mul_cancel₀ hc, one_smul]
  refine ⟨?_, ?_, ?_, ?_⟩
  · have h1 : partialSym a * (jucysMurphy a - ((Fintype.card α : ℚ) - 1) • (1 : Alg α))
        = -((Fintype.card α : ℚ) • mixedProj a) := by
      rw [mixedProj, smul_smul, mul_inv_cancel₀ hn, one_smul, ← mul_neg, neg_sub]
    rw [h1, neg_mul, smul_mul_assoc, mixedProj_mul_jucysMurphy_add_one, smul_zero, neg_zero]
  · rw [mixedProj_eq_sub, sub_mul, mul_sub, mul_sub, partialSym_idem, hQP, hPQ, hPP,
      sub_self, sub_zero]
  · rw [mixedProj_eq_sub, sub_mul, hQP, hPP, sub_self]
  · rw [mixedProj_eq_sub, mul_sub, hPQ, hPP, sub_self]
```

For non-vanishing, `pointRep` lets permutations act on functions of the label, and `MonoidAlgebra.lift` extends this action linearly to the algebra. The hypothesis `Nontrivial α` supplies the second particle $b$.

```lean
/-- Permutations acting on functions of the particle label. -/
def pointRep : Perm α →* Module.End ℚ (α → ℚ) where
  toFun σ := LinearMap.funLeft ℚ ℚ σ.symm
  map_one' := rfl
  map_mul' _ _ := rfl

/-- With at least two particles, `E` is not zero. -/
theorem mixedProj_ne_zero [Nontrivial α] (a : α) : mixedProj a ≠ 0 := by
  intro h0
  obtain ⟨b, hb⟩ := exists_ne a
  have hQP : partialSym a = fullSym α := sub_eq_zero.mp ((mixedProj_eq_sub a).symm.trans h0)
  let φ : Alg α →ₐ[ℚ] Module.End ℚ (α → ℚ) := MonoidAlgebra.lift ℚ _ _ pointRep
  have hφ : ∀ σ : Perm α, φ (op σ) = pointRep σ := fun σ => MonoidAlgebra.lift_of _ _
  let δ : α → ℚ := fun x => if x = a then 1 else 0
  have hk : ((fixing a).card : ℚ) ≠ 0 :=
    Nat.cast_ne_zero.mpr (Finset.card_ne_zero_of_mem (a := 1) (by simp [fixing]))
  -- the function concentrated at `a` is unchanged by `Q`
  have hfix : ∀ σ ∈ fixing a, φ (op σ) δ = δ := by
    intro σ hσ
    have h1 : σ a = a := by simpa [fixing] using hσ
    rw [hφ]
    funext x
    change (if σ.symm x = a then (1 : ℚ) else 0) = if x = a then 1 else 0
    simp only [Equiv.symm_apply_eq, h1]
  have hQ : φ (partialSym a) δ = δ := by
    rw [partialSym, map_smul, map_sum, LinearMap.smul_apply, LinearMap.sum_apply,
      Finset.sum_congr rfl hfix, Finset.sum_const, ← Nat.cast_smul_eq_nsmul ℚ, smul_smul,
      inv_mul_cancel₀ hk, one_smul]
  -- but if `Q = P`, it would also be unchanged by the exchange of `a` and `b`
  have h1 : op (swap a b) * partialSym a = partialSym a := by
    rw [hQP]; exact (fullSym_absorb _).1
  have h2 : φ (op (swap a b)) δ = δ := by
    have h3 := congrArg (fun Y => φ Y δ) h1
    simp only [map_mul φ, Module.End.mul_apply, hQ] at h3
    exact h3
  rw [hφ] at h2
  have h4 : (if (swap a b).symm a = a then (1 : ℚ) else 0) = if a = a then 1 else 0 :=
    congrFun h2 a
  simp [hb] at h4

end

end JucysMurphyProjector
```

The last theorem concerns $E$ as an element of the algebra. In a particular representation it may still act as zero, as it does on fully symmetric functions.

```lean
#print axioms JucysMurphyProjector.jucysMurphy_projector
#print axioms JucysMurphyProjector.mixedProj_ne_zero
```

```
'JucysMurphyProjector.jucysMurphy_projector' depends on axioms: [propext, Classical.choice, Quot.sound]
'JucysMurphyProjector.mixedProj_ne_zero' depends on axioms: [propext, Classical.choice, Quot.sound]
```
